# Pair correlation and Coulomb energy of the filled lowest Landau level, treated as a single determinant

**Q:** Electrons move in a plane, in a perpendicular magnetic field strong enough to align their spins, and they fill the lowest Landau level. Each orbital of definite angular momentum is centred on the origin, yet the filled level is supposed to look the same everywhere, with a Coulomb energy of $-\sqrt{\pi/8}$ per electron when a uniform background neutralises the charge, in units of the Coulomb energy of two electrons one magnetic length apart. Before I look at any code, where does the uniformity come from?

**A:** From summing over all angular momenta. Measure lengths in units of the magnetic length $\sqrt{\hbar/(eB)}$ (elementary charge $e$, field strength $B$, SI units), write positions as complex numbers $z$ and $w$, and take for $m=0,1,2,\dots$

$$f_m(z)=\frac{z^m e^{-|z|^2/4}}{\sqrt{2\pi\,2^m m!}}.$$

With a bar for complex conjugation, the one-particle density matrix is

$$K(z,w)=\sum_{m\ge0} f_m(z)\overline{f_m(w)}=\frac{e^{-|z|^2/4-|w|^2/4}}{2\pi}\sum_{m\ge0}\frac{(z\bar w/2)^m}{m!}=\frac{1}{2\pi}\,e^{z\bar w/2-|z|^2/4-|w|^2/4}.$$

At $w=z$ the exponent is $|z|^2/2-|z|^2/4-|z|^2/4=0$, so the density is $\rho=K(z,z)=1/(2\pi)$ at every point.

**Q:** And the correlations?

**A:** Only the real part of the exponent affects the modulus. Since $|z-w|^2=|z|^2+|w|^2-2\,\mathrm{Re}(z\bar w)$,

$$|K(z,w)|^2=\frac{e^{\mathrm{Re}(z\bar w)-|z|^2/2-|w|^2/2}}{(2\pi)^2}=\frac{e^{-|z-w|^2/2}}{(2\pi)^2}.$$

For a single determinant of spin-aligned electrons the pair correlation is $g=1-|K(z,w)|^2/\rho^2$, here $g=1-e^{-|z-w|^2/2}$, which is zero only when $z=w$. With $r=|z-w|$ and area element $2\pi r\,dr$, the charge missing around an electron is

$$\int\rho\,(1-g)\,d^2w=\int_0^\infty r\,e^{-r^2/2}\,dr=\left[-e^{-r^2/2}\right]_0^\infty=1.$$

In the energy, the factor $r$ of the area element cancels the Coulomb $1/r$:

$$\frac12\int\frac{\rho\,(g-1)}{|z-w|}\,d^2w=-\frac12\int_0^\infty e^{-r^2/2}\,dr=-\frac12\sqrt{\frac{\pi}{2}}=-\sqrt{\frac{\pi}{8}}.$$

**Q:** I accept that. My doubt is whether the formal version says the same thing, or has put the answer into its definitions. What does it take as an electron state?

**A:** An explicit function on the complex plane.

In Lean 4 with Mathlib:

```lean
import Mathlib

open MeasureTheory
open scoped Real ComplexConjugate

namespace LowestLandauLevel

noncomputable section

/-- The lowest-Landau-level orbital of angular momentum `m`, with lengths in units of the
magnetic length. -/
def orbital (m : ℕ) (z : ℂ) : ℂ :=
  z ^ m * ((Real.exp (-‖z‖ ^ 2 / 4) : ℝ) : ℂ) / ((√(2 * π * 2 ^ m * m.factorial) : ℝ) : ℂ)
```

Here `‖z‖` is $|z|$, and `orbital m z` is $f_m(z)$ with its normalisation factor. The choice of $z^m$ over $\bar z^m$ fixes the sense of rotation, and so the sign convention for field and charge. No Hamiltonian appears: that these functions span the lowest Landau level is physics input, and their orthonormality, a matter of explicit integrals, is not proved here.

**Q:** So uniformity could still have been assumed in the density.

**A:** It isn't. The density matrix and the density are separate infinite sums over the orbitals.

```lean
/-- The one-particle density matrix of the filled lowest Landau level. -/
def kernel (z w : ℂ) : ℂ := ∑' m : ℕ, orbital m z * conj (orbital m w)

/-- The electron density of the filled lowest Landau level. -/
def density (z : ℂ) : ℝ := ∑' m : ℕ, ‖orbital m z‖ ^ 2
```

Neither assumes that the density is uniform or that the correlations depend only on the distance. The factor $2\pi$ enters through the normalisation of the orbitals.

**Q:** What about the pair correlation? I would define it through the probability of finding two electrons at $z$ and $w$.

**A:** Here your doubt has some force. The definition starts one step later.

```lean
/-- The pair correlation function of the filled, spin-polarised level. -/
def pairCorrelation (z w : ℂ) : ℝ := 1 - ‖kernel z w‖ ^ 2 / (density z * density w)
```

For a single Slater determinant of spin-aligned electrons, the two-particle density is $K(z,z)K(w,w)-|K(z,w)|^2$, and dividing by the two densities gives this expression. That determinant formula is built into the definition. It represents Pauli exchange, with no correlation from mixing in other determinants.

**Q:** And the energy? I see neither a Hartree term nor a background.

**A:** They cancel, which is why $g-1$ appears where you might expect $g$.

```lean
/-- The Coulomb energy per electron, for an electron at `z`, with the uniform neutralising
background subtracted; the unit is the Coulomb energy at one magnetic length. -/
def coulombEnergy (z : ℂ) : ℝ :=
  (1 / 2) * ∫ w : ℂ, density w * (pairCorrelation z w - 1) / ‖z - w‖
```

The integral runs over the whole plane, and the factor $1/2$ counts each pair once. The unit is the Coulomb energy of two electrons one magnetic length apart. Kinetic and Zeeman energies are left out. The integrand's value at the single point $w=z$ has no effect on the integral.

**Q:** How else could it have been set up?

**A:** With $N$ electrons in the orbitals $m=0,\dots,N-1$, and $g$ computed from the antisymmetrised wavefunction. The determinant formula would then be a theorem, with orthonormality entering its proof. The price is a finite droplet: its density falls off at the edge, $g$ depends on more than the distance, and the uniform energy has to be recovered as a bulk limit. The infinite sum starts from the bulk.

**Q:** Then the infinite sum had better converge.

**A:** That is the first theorem. `HasSum` states that the series converges and names its limit, for every $z$ and $w$.

```lean
/-- The sum over angular momenta in the density matrix converges to a Gaussian kernel. -/
theorem hasSum_kernel (z w : ℂ) :
    HasSum (fun m : ℕ => orbital m z * conj (orbital m w))
      (Complex.exp (z * conj w / 2 - (‖z‖ : ℂ) ^ 2 / 4 - (‖w‖ : ℂ) ^ 2 / 4) / (2 * (π : ℂ))) := by
  -- the exponential series in `z * conj w / 2`
  have hexp : HasSum (fun n : ℕ => (z * conj w / 2) ^ n / (n.factorial : ℂ))
      (Complex.exp (z * conj w / 2)) := by
    rw [Complex.exp_eq_exp_ℂ]
    exact NormedSpace.expSeries_div_hasSum_exp (z * conj w / 2)
  have h := hexp.mul_left (((Real.exp (-‖z‖ ^ 2 / 4) : ℝ) : ℂ) *
    ((Real.exp (-‖w‖ ^ 2 / 4) : ℝ) : ℂ) / (2 * (π : ℂ)))
  convert h using 1
  · rfl
  · funext m
    have hs : ((√(2 * π * 2 ^ m * m.factorial) : ℝ) : ℂ) *
        ((√(2 * π * 2 ^ m * m.factorial) : ℝ) : ℂ) = 2 * (π : ℂ) * 2 ^ m * (m.factorial : ℂ) := by
      rw [← Complex.ofReal_mul, Real.mul_self_sqrt (by positivity)]
      norm_cast
    have hπ : (π : ℂ) ≠ 0 := Complex.ofReal_ne_zero.mpr Real.pi_ne_zero
    have hf : (m.factorial : ℂ) ≠ 0 := Nat.cast_ne_zero.mpr m.factorial_ne_zero
    simp only [orbital, map_div₀, map_mul, map_pow, Complex.conj_ofReal]
    rw [div_mul_div_comm, hs, div_pow, mul_pow]
    field_simp
  · rw [Complex.ofReal_exp, Complex.ofReal_exp, div_mul_eq_mul_div, ← Complex.exp_add,
      ← Complex.exp_add]
    congr 2
    push_cast
    ring
```

The proof follows the hand calculation. `hexp` is the exponential series in $z\bar w/2$, and `mul_left` multiplies it by the two Gaussians over $2\pi$. What remains is to match the terms, where `hs` squares the normalisation root, and to merge the three exponentials into one.

**Q:** And the density is the diagonal of that?

**A:** Yes, in two statements: its value, and its agreement with `kernel z z`.

```lean
/-- The filled level has the uniform density `1 / (2π)` per squared magnetic length. -/
theorem density_eq (z : ℂ) : density z = 1 / (2 * π) := by
  have h : HasSum (fun m : ℕ => ((‖orbital m z‖ ^ 2 : ℝ) : ℂ)) ((1 / (2 * π) : ℝ) : ℂ) := by
    convert hasSum_kernel z z using 1
    · funext m
      rw [Complex.mul_conj, Complex.normSq_eq_norm_sq]
    · have h0 : z * conj z / 2 - (‖z‖ : ℂ) ^ 2 / 4 - (‖z‖ : ℂ) ^ 2 / 4 = 0 := by
        rw [Complex.mul_conj, Complex.normSq_eq_norm_sq]
        push_cast
        ring
      rw [h0, Complex.exp_zero]
      simp
  exact (Complex.hasSum_ofReal.mp h).tsum_eq

/-- The diagonal of the density matrix is the electron density. -/
theorem kernel_self (z : ℂ) : kernel z z = (density z : ℂ) := by
  unfold kernel density
  rw [Complex.ofReal_tsum]
  refine tsum_congr (fun m => ?_)
  rw [Complex.mul_conj, Complex.normSq_eq_norm_sq]
```

For the value, the proof sets $w=z$ in the convergence theorem, shows in `h0` that the exponent vanishes, and passes from a complex series to a real one. The second proof compares the sums term by term, using $f_m(z)\overline{f_m(z)}=|f_m(z)|^2$. It also confirms that the denominator in `pairCorrelation` is $K(z,z)K(w,w)$.

**Q:** Now the step where the origin drops out.

**A:** `hd` is the expansion of $|z-w|^2$, and `hre` uses it to find the real part of the exponent, $-|z-w|^2/4$. Squaring the modulus doubles that.

```lean
/-- The squared modulus of the density matrix is a Gaussian in the distance. -/
theorem norm_kernel_sq (z w : ℂ) :
    ‖kernel z w‖ ^ 2 = Real.exp (-‖z - w‖ ^ 2 / 2) / (2 * π) ^ 2 := by
  have hd : ‖z - w‖ ^ 2 = ‖z‖ ^ 2 + ‖w‖ ^ 2 - 2 * (z * conj w).re := by
    simp only [← Complex.normSq_eq_norm_sq]
    exact Complex.normSq_sub z w
  -- only the real part of the exponent survives in the modulus
  have hre : (z * conj w / 2 - (‖z‖ : ℂ) ^ 2 / 4 - (‖w‖ : ℂ) ^ 2 / 4).re
      = -‖z - w‖ ^ 2 / 4 := by
    have e : z * conj w / 2 - (‖z‖ : ℂ) ^ 2 / 4 - (‖w‖ : ℂ) ^ 2 / 4
        = ((1 / 2 : ℝ) : ℂ) * (z * conj w) - ((‖z‖ ^ 2 / 4 + ‖w‖ ^ 2 / 4 : ℝ) : ℂ) := by
      push_cast
      ring
    rw [e, Complex.sub_re, Complex.re_ofReal_mul, Complex.ofReal_re, hd]
    ring
  have h2 : ‖2 * (π : ℂ)‖ = 2 * π := by
    rw [norm_mul, Complex.norm_real, Real.norm_of_nonneg Real.pi_pos.le]
    simp
  rw [kernel, (hasSum_kernel z w).tsum_eq, norm_div, Complex.norm_exp, hre, h2, div_pow,
    ← Real.exp_nat_mul]
  congr 2
  push_cast
  ring
```

The pair correlation follows by substituting this and the two densities, after which the factors of $2\pi$ cancel.

```lean
/-- The pair correlation function of the filled lowest Landau level is
`1 - exp (-|z - w|² / 2)`. -/
theorem pairCorrelation_eq (z w : ℂ) :
    pairCorrelation z w = 1 - Real.exp (-‖z - w‖ ^ 2 / 2) := by
  have hπ := Real.pi_ne_zero
  rw [pairCorrelation, norm_kernel_sq, density_eq, density_eq]
  generalize Real.exp (-‖z - w‖ ^ 2 / 2) = e
  field_simp
```

**Q:** Does the Pauli principle come out as it should?

**A:** Yes: $g$ vanishes at coincident points, as the determinant formula in the definition ensures. The theorem adds that $g$ vanishes nowhere else, which is a property of this state and not a demand of the Pauli principle. The nontrivial direction uses the fact that a real exponential equals one only when its argument is zero.

```lean
/-- The pair correlation vanishes exactly when the two positions coincide. -/
theorem pairCorrelation_eq_zero_iff (z w : ℂ) : pairCorrelation z w = 0 ↔ z = w := by
  rw [pairCorrelation_eq]
  constructor
  · intro h
    have h1 : Real.exp (-‖z - w‖ ^ 2 / 2) = 1 := by linarith
    have h2 := (Real.exp_eq_one_iff _).mp h1
    have h3 : ‖z - w‖ ^ 2 = 0 := by linarith
    exact sub_eq_zero.mp (norm_eq_zero.mp ((pow_eq_zero_iff two_ne_zero).mp h3))
  · rintro rfl
    simp
```

**Q:** The energy was defined by a plane integral. How does it become radial?

**A:** Through a general lemma for any real function $F$ of the distance to $z$.

```lean
/-- The plane integral of a function of the distance to `z` is a radial integral. -/
theorem integral_radial (z : ℂ) (F : ℝ → ℝ) :
    ∫ w : ℂ, F ‖z - w‖ = 2 * π * ∫ r in Set.Ioi (0 : ℝ), r * F r := by
  have hb : (volume : Measure ℂ).real (Metric.ball (0 : ℂ) 1) = π := by
    simp [Measure.real, Complex.volume_ball]
  rw [integral_sub_left_eq_self (fun w : ℂ => F ‖w‖) volume z,
    integral_fun_norm_addHaar (volume : Measure ℂ) F, Complex.finrank_real_complex, hb]
  simp only [nsmul_eq_mul, smul_eq_mul, Nat.reduceSub, pow_one, Nat.cast_ofNat]
  ring
```

The proof shifts the origin to $z$, then applies Mathlib's formula for integrals of functions of the norm. Dimension two and the unit disc's area $\pi$ together produce the factor $2\pi r$.

**Q:** Does the hole contain one electron, or is that left to the reader?

**A:** It is proved, for every position $z$.

```lean
/-- The exchange hole around an electron at `z` contains exactly one missing electron. -/
theorem exchange_hole_sum_rule (z : ℂ) :
    ∫ w : ℂ, density w * (1 - pairCorrelation z w) = 1 := by
  have hπ := Real.pi_ne_zero
  -- `-exp (-r² / 2)` is a primitive of the radial weight
  have h1 : ∫ r in Set.Ioi (0 : ℝ), r * Real.exp (-r ^ 2 / 2) = 1 := by
    have hlim : Filter.Tendsto (fun r : ℝ => -Real.exp (-(r ^ 2 / 2))) Filter.atTop
        (nhds (-0)) :=
      (Real.tendsto_exp_atBot.comp (Filter.tendsto_neg_atTop_atBot.comp
        ((Filter.tendsto_pow_atTop two_ne_zero).atTop_div_const (by norm_num)))).neg
    have h := integral_Ioi_of_hasDerivAt_of_nonneg' (a := 0)
      (g' := fun r : ℝ => r * Real.exp (-r ^ 2 / 2))
      (fun r _ => by
        have hd := (((hasDerivAt_pow 2 r).div_const 2).fun_neg.exp).fun_neg
        refine hd.congr_deriv ?_
        rw [neg_div]
        push_cast
        ring)
      (fun r hr => mul_nonneg (le_of_lt hr) (Real.exp_pos _).le) hlim
    rw [h]
    simp
  have h2 : ∫ w : ℂ, density w * (1 - pairCorrelation z w)
      = 2 * π * ∫ r in Set.Ioi (0 : ℝ), r * (1 / (2 * π) * Real.exp (-r ^ 2 / 2)) := by
    rw [← integral_radial z (fun r => 1 / (2 * π) * Real.exp (-r ^ 2 / 2))]
    simp only [density_eq, pairCorrelation_eq, sub_sub_cancel]
  simp only [mul_left_comm _ (1 / (2 * π)) _] at h2
  rw [h2, integral_const_mul, h1]
  field_simp
```

`h1` evaluates the radial integral from the primitive $-e^{-r^2/2}$ and its limit at infinity. `h2` turns the plane integral into that radial one.

**Q:** So the one-dimensional integral for the energy is derived as well?

**A:** It is. In the next proof `h1` goes to the radial form, and `h2` cancels $r$ against $1/r$, which is legitimate because the integral covers only $r>0$.

```lean
/-- The Coulomb energy per electron reduces to a one-dimensional Gaussian integral. -/
theorem coulombEnergy_eq_integral (z : ℂ) :
    coulombEnergy z = -(1 / 2) * ∫ r in Set.Ioi (0 : ℝ), Real.exp (-r ^ 2 / 2) := by
  have hπ := Real.pi_ne_zero
  have h1 : ∫ w : ℂ, density w * (pairCorrelation z w - 1) / ‖z - w‖
      = 2 * π * ∫ r in Set.Ioi (0 : ℝ), r * (-(1 / (2 * π)) * Real.exp (-r ^ 2 / 2) / r) := by
    rw [← integral_radial z (fun r => -(1 / (2 * π)) * Real.exp (-r ^ 2 / 2) / r)]
    congr 1
    funext w
    simp only [density_eq, pairCorrelation_eq]
    ring
  -- the area element `r dr` cancels the Coulomb factor `1 / r`
  have h2 : ∫ r in Set.Ioi (0 : ℝ), r * (-(1 / (2 * π)) * Real.exp (-r ^ 2 / 2) / r)
      = -(1 / (2 * π)) * ∫ r in Set.Ioi (0 : ℝ), Real.exp (-r ^ 2 / 2) := by
    rw [← integral_const_mul]
    refine setIntegral_congr_fun measurableSet_Ioi (fun r hr => ?_)
    have hr0 : r ≠ 0 := (Set.mem_Ioi.mp hr).ne'
    exact mul_div_cancel₀ _ hr0
  rw [coulombEnergy, h1, h2]
  generalize ∫ r in Set.Ioi (0 : ℝ), Real.exp (-r ^ 2 / 2) = I
  field_simp
```

The last theorem inserts the half-line Gaussian integral with coefficient $1/2$, and `hs` rewrites $\sqrt{2\pi}$ as $4\sqrt{\pi/8}$.

```lean
/-- The Coulomb energy per electron of the filled lowest Landau level is `-√(π / 8)`. -/
theorem coulombEnergy_eq (z : ℂ) : coulombEnergy z = -√(π / 8) := by
  have hg : ∫ r in Set.Ioi (0 : ℝ), Real.exp (-r ^ 2 / 2) = √(π / (1 / 2)) / 2 := by
    rw [← integral_gaussian_Ioi (1 / 2)]
    congr 1
    funext r
    congr 1
    ring
  have hs : √(π / (1 / 2)) = 4 * √(π / 8) := by
    rw [show π / (1 / 2) = 4 ^ 2 * (π / 8) by ring, Real.sqrt_mul (by norm_num),
      Real.sqrt_sq (by norm_num)]
  rw [coulombEnergy_eq_integral, hg, hs]
  ring

end

end LowestLandauLevel
```

```lean
#print axioms LowestLandauLevel.kernel_self
#print axioms LowestLandauLevel.pairCorrelation_eq_zero_iff
#print axioms LowestLandauLevel.exchange_hole_sum_rule
#print axioms LowestLandauLevel.coulombEnergy_eq
```

```
'LowestLandauLevel.kernel_self' depends on axioms: [propext, Classical.choice, Quot.sound]
'LowestLandauLevel.pairCorrelation_eq_zero_iff' depends on axioms: [propext, Classical.choice, Quot.sound]
'LowestLandauLevel.exchange_hole_sum_rule' depends on axioms: [propext, Classical.choice, Quot.sound]
'LowestLandauLevel.coulombEnergy_eq' depends on axioms: [propext, Classical.choice, Quot.sound]
```

**Q:** The energy carries an argument $z$, although the result does not depend on it.

**A:** That is the uniformity you asked about at the start. The definition allows a different energy at each position, and the theorem shows that they all agree.

**Q:** Where would I use the number?

**A:** As a reference value for a program that computes exchange energies in a strong magnetic field, provided the state is the completely filled, spin-polarised lowest level in an infinite plane, taken as one determinant with no mixing of higher Landau levels. A partly filled level, where interactions select the state, needs a different calculation.
